# The harmonic strain energy of a square lattice with nearest-neighbour and diagonal springs is positive definite exactly when both spring constants are positive

Each spring in this model stores \(k/2\) times the square of its first-order elongation, not of its exact change in length. The energy is therefore a quadratic form in the strain by construction, and stability becomes a question about the sign of that form. The coefficients of the form are not postulated. They follow from summing over the bonds of one cell.

The lattice has spacing \(a>0\). Springs of constant \(k_1\) join nearest neighbours, and springs of constant \(k_2\) join diagonal neighbours. At zero strain every spring has its natural length, \(a\) or \(a\sqrt2\), so the reference lattice is free of stress and its energy has no term linear in the strain. The lattice is deformed homogeneously by a symmetric strain \(e\) with components \(e_{xx}\), \(e_{yy}\) and \(e_{xy}\). Here \(e_{xy}\) is the tensor component, half the engineering shear angle.

Pure shear here means shear along the lattice axes, with \(e_{xx}=e_{yy}=0\) and \(e_{xy}\neq0\). The claim has two parts. A pure shear costs no harmonic energy exactly when \(k_2=0\), and every nonzero strain costs positive harmonic energy exactly when \(k_1>0\) and \(k_2>0\). For simulation practice this means that a two-dimensional network of unstretched central springs between nearest neighbours on a square lattice has no harmonic resistance to shear along the lattice axes, and that diagonal springs with \(k_2>0\) supply it. Shear along the diagonals, \(e_{xx}=-e_{yy}\) with \(e_{xy}=0\), is a different strain, and nearest-neighbour springs with \(k_1>0\) do resist it.

## From four bonds to three squares

A bond \(d=(x,y)\) is carried by the strain \(t\,e\) to \(d+t\,e\,d\), where \(t\) is an amplitude. Its squared length is

\[
|d+t\,e\,d|^2=|d|^2+2t\,d\cdot(e\,d)+t^2|e\,d|^2 .
\]

Differentiating the square root at \(t=0\) gives the first-order elongation

\[
\delta(d)=\frac{d\cdot(e\,d)}{|d|},\qquad d\cdot(e\,d)=e_{xx}x^2+2e_{xy}xy+e_{yy}y^2 .
\]

Each site has four nearest neighbours and four diagonal neighbours, and each bond is shared by two sites. A cell therefore owns two bonds of each kind, with elongations

\[
\delta(a,0)=a\,e_{xx},\qquad \delta(0,a)=a\,e_{yy},\qquad
\delta(a,\pm a)=\frac{a}{\sqrt2}\,(e_{xx}+e_{yy}\pm2e_{xy}).
\]

Let \(E\) be the energy per cell. Summing \(\tfrac k2\delta^2\) over the four bonds and dividing by the cell area gives

\[
\frac{E}{a^2}=\frac{k_1}{2}(e_{xx}^2+e_{yy}^2)
+\frac{k_2}{4}\left[(e_{xx}+e_{yy}+2e_{xy})^2+(e_{xx}+e_{yy}-2e_{xy})^2\right].
\]

The cross terms in the bracket cancel, which leaves

\[
\frac{E}{a^2}=\frac{k_1}{2}(e_{xx}^2+e_{yy}^2)+\frac{k_2}{2}(e_{xx}+e_{yy})^2+2k_2e_{xy}^2 .
\]

Since \(e_{xx}^2+e_{yy}^2=\tfrac12(e_{xx}+e_{yy})^2+\tfrac12(e_{xx}-e_{yy})^2\), this is also

\[
\frac{E}{a^2}=\frac{k_1+2k_2}{4}(e_{xx}+e_{yy})^2+\frac{k_1}{4}(e_{xx}-e_{yy})^2+2k_2e_{xy}^2 .
\]

For pure shear only \(2k_2e_{xy}^2\) remains. With \(e_{xy}\neq0\) it vanishes exactly when \(k_2=0\), whatever the value of \(k_1\).

Suppose now that every nonzero strain costs positive energy. The strain \((e_{xx},e_{yy},e_{xy})=(1,-1,0)\) has energy \(k_1\) per area, so \(k_1>0\). The strain \((0,0,1)\) has energy \(2k_2\) per area, so \(k_2>0\). These unit strains serve only to read off coefficients of a quadratic form, and any smaller multiple would do as well.

Conversely, let both constants be positive. Every term in the expression before last is then nonnegative, so a total that is not positive forces each term to vanish. From \(k_1e_{xx}^2=k_1e_{yy}^2=k_2e_{xy}^2=0\) all three strain components are zero.

## Shear resistance from tension alone

The springs must be unstretched at zero strain for \(k_2=0\) to remove the shear energy. Take \(a=1\), \(k_1=1\), \(k_2=0\), but give the springs natural length \(\tfrac12\) and hold the lattice at spacing 1. Under a pure shear \(g=e_{xy}\) both bonds acquire the exact length \(\sqrt{1+g^2}\), and the energy per cell changes by

\[
\left(\sqrt{1+g^2}-\tfrac12\right)^2-\tfrac14=1+g^2-\sqrt{1+g^2}\approx\tfrac12g^2 .
\]

This is positive for \(g\neq0\) and already of second order, so the tension stiffens the lattice against shear without any diagonal spring. Such a prestressed lattice is a different model from the one formalised below.

## Strained bonds and the cell energy in Lean

```lean
import Mathlib

open Real

namespace SquareLatticeElasticStability

noncomputable section
```

The first definition is the exact length of a strained bond. The arguments `x` and `y` are the components of \(d\), the next three are the strain components, and `t` is the amplitude. All are real numbers. The symmetry of the strain is built in, because the same `exy` appears in both components.

```lean
/-- Length of the bond `(x, y)` after the homogeneous symmetric strain with components
`t * exx`, `t * eyy`, `t * exy`. -/
def strainedLength (x y exx eyy exy t : ℝ) : ℝ :=
  √((x + t * (exx * x + exy * y)) ^ 2 + (y + t * (exy * x + eyy * y)) ^ 2)
```

The elongation is written out as \(d\cdot(e\,d)/|d|\).

```lean
/-- First-order elongation `d · (e d) / |d|` of a bond `d = (x, y)` under the strain `e`,
for a bond of nonzero length. -/
def elongation (x y exx eyy exy : ℝ) : ℝ :=
  (x * (exx * x + exy * y) + y * (exy * x + eyy * y)) / √(x ^ 2 + y ^ 2)
```

The bond energy is harmonic in this elongation. The constant `k` may have either sign, so that instability can be expressed at all.

```lean
/-- Harmonic energy of an initially unstretched spring of constant `k` along the bond `(x, y)`,
for a bond of nonzero length. -/
def bondEnergy (k x y exx eyy exy : ℝ) : ℝ :=
  k / 2 * elongation x y exx eyy exy ^ 2
```

The cell energy adds the four bonds \((a,0)\), \((0,a)\), \((a,a)\) and \((a,-a)\).

```lean
/-- Strain energy per cell of the square lattice of spacing `a ≠ 0`: two nearest-neighbour
springs `k1` and two diagonal springs `k2`. -/
def cellEnergy (a k1 k2 exx eyy exy : ℝ) : ℝ :=
  bondEnergy k1 a 0 exx eyy exy + bondEnergy k1 0 a exx eyy exy
    + bondEnergy k2 a a exx eyy exy + bondEnergy k2 a (-a) exx eyy exy
```

## The elongation as a derivative of the exact length

The next theorem ties the elongation formula to geometry. For a bond of nonzero length, a number `s` is the derivative of the exact strained length at zero amplitude if and only if \(|d|\,s=d\cdot(e\,d)\). The rate therefore exists and equals \(\delta(d)\).

```lean
/-- For a bond `d` of nonzero length, `s` is the rate of change of its exact length at zero
strain if and only if `|d| s = d · (e d)`. -/
theorem length_rate_iff {x y : ℝ} (hd : 0 < x ^ 2 + y ^ 2) (exx eyy exy s : ℝ) :
    HasDerivAt (strainedLength x y exx eyy exy) s 0 ↔
      √(x ^ 2 + y ^ 2) * s = x * (exx * x + exy * y) + y * (exy * x + eyy * y) := by
  have hr : √(x ^ 2 + y ^ 2) ≠ 0 := (Real.sqrt_pos.2 hd).ne'
  -- each Cartesian component of the bond is affine in the strain amplitude
  have hlin : ∀ p u : ℝ, HasDerivAt (fun t : ℝ => p + t * u) u 0 := by
    intro p u
    simpa using ((hasDerivAt_id' (0 : ℝ)).mul_const u).const_add p
  have hsq : HasDerivAt (fun t : ℝ => (x + t * (exx * x + exy * y)) ^ 2
      + (y + t * (exy * x + eyy * y)) ^ 2)
      (2 * (x * (exx * x + exy * y) + y * (exy * x + eyy * y))) 0 := by
    refine (((hlin x (exx * x + exy * y)).fun_pow 2).fun_add
      ((hlin y (exy * x + eyy * y)).fun_pow 2)).congr_deriv ?_
    norm_num
    ring
  have hne : (x + 0 * (exx * x + exy * y)) ^ 2
      + (y + 0 * (exy * x + eyy * y)) ^ 2 ≠ 0 := by
    simp only [zero_mul, add_zero]
    exact hd.ne'
  have h : HasDerivAt (strainedLength x y exx eyy exy) _ 0 := hsq.sqrt hne
  have h' : HasDerivAt (strainedLength x y exx eyy exy)
      ((x * (exx * x + exy * y) + y * (exy * x + eyy * y)) / √(x ^ 2 + y ^ 2)) 0 := by
    refine h.congr_deriv ?_
    simp only [zero_mul, add_zero]
    exact mul_div_mul_left _ _ two_ne_zero
  rw [mul_comm (√(x ^ 2 + y ^ 2)) s, ← eq_div_iff hr]
  exact ⟨fun h1 => h1.unique h', fun h1 => by rw [h1]; exact h'⟩
```

The proof follows the differentiation above. `hlin` differentiates one Cartesian component, which is affine in the amplitude, and `hsq` obtains the derivative \(2\,d\cdot(e\,d)\) of the squared length. The chain rule for the square root applies because the unstrained length is nonzero, and cancelling the factor 2 gives `h'`. The equivalence then follows from the uniqueness of derivatives.

## Dilation, difference and shear decouple

The energy per area is the weighted sum of three squares found above, for all real `k1` and `k2` and every strain. The hypothesis `ha` says that the spacing is positive.

```lean
/-- The strain energy per unit area is a weighted sum of the squares of dilation `exx + eyy`,
difference `exx - eyy`, and shear `exy`. -/
theorem energy_per_area {a : ℝ} (ha : 0 < a) (k1 k2 exx eyy exy : ℝ) :
    cellEnergy a k1 k2 exx eyy exy / a ^ 2 =
      (k1 + 2 * k2) / 4 * (exx + eyy) ^ 2 + k1 / 4 * (exx - eyy) ^ 2
        + 2 * k2 * exy ^ 2 := by
  -- squaring the elongation removes the square root
  have hb : ∀ k x y : ℝ, bondEnergy k x y exx eyy exy =
      k / 2 * ((x * (exx * x + exy * y) + y * (exy * x + eyy * y)) ^ 2
        / (x ^ 2 + y ^ 2)) := by
    intro k x y
    unfold bondEnergy elongation
    rw [div_pow, Real.sq_sqrt (by positivity)]
  have h1 : a ^ 2 + (0 : ℝ) ^ 2 = a ^ 2 := by ring
  have h2 : (0 : ℝ) ^ 2 + a ^ 2 = a ^ 2 := by ring
  have h3 : a ^ 2 + (-a) ^ 2 = 2 * a ^ 2 := by ring
  have h4 : a ^ 2 + a ^ 2 = 2 * a ^ 2 := by ring
  unfold cellEnergy
  rw [hb, hb, hb, hb, h1, h2, h3, h4]
  field_simp
  ring
```

The auxiliary statement `hb` squares the elongation, so that the square root of \(|d|^2\) disappears. The equations `h1` to `h4` supply the squared bond lengths \(a^2\) and \(2a^2\). After that, `field_simp` clears the denominators and `ring` confirms the algebra, including the cancellation of the cross terms between the two diagonals.

## Pure shear is free exactly without diagonal springs

In the following theorem `exx` and `eyy` are set to zero and `exy` is nonzero. The nearest-neighbour constant `k1` is arbitrary.

```lean
/-- A pure shear along the lattice axes (`exx = eyy = 0`, `exy ≠ 0`) costs no harmonic energy if and
only if the diagonal spring constant vanishes. -/
theorem pure_shear_energy_eq_zero_iff {a exy : ℝ} (ha : 0 < a) (hg : exy ≠ 0) (k1 k2 : ℝ) :
    cellEnergy a k1 k2 0 0 exy = 0 ↔ k2 = 0 := by
  have ha2 : 0 < a ^ 2 := by positivity
  rw [(div_eq_iff ha2.ne').1 (energy_per_area ha k1 k2 0 0 exy)]
  constructor
  · intro h
    have h1 := (mul_eq_zero.1 h).resolve_right ha2.ne'
    have h2 : k2 * exy ^ 2 = 0 := by linarith
    exact (mul_eq_zero.1 h2).resolve_right (pow_ne_zero 2 hg)
  · rintro rfl
    ring
```

The first rewriting replaces the cell energy by the three squares times \(a^2\). If the product vanishes, the factor \(a^2\) can be removed, which leaves \(k_2e_{xy}^2=0\) and hence \(k_2=0\). In the other direction, `rintro rfl` substitutes \(k_2=0\) and `ring` evaluates the energy to zero.

The energy that vanishes is the harmonic one. The exact length of a nearest-neighbour bond under pure shear is \(a\sqrt{1+e_{xy}^2}\), so a spring that responded to its exact length would store energy at fourth order in \(e_{xy}\).

## Positive definiteness

The main theorem states the stability criterion. On the left, every triple `(exx, eyy, exy)` other than `(0, 0, 0)` has strictly positive cell energy. On the right, both spring constants are positive.

```lean
/-- Elastic stability of the square lattice: every nonzero symmetric strain costs positive
harmonic energy if and only if both spring constants are positive. -/
theorem energy_posDef_iff {a : ℝ} (ha : 0 < a) (k1 k2 : ℝ) :
    (∀ exx eyy exy : ℝ, (exx, eyy, exy) ≠ (0, 0, 0) →
      0 < cellEnergy a k1 k2 exx eyy exy) ↔ 0 < k1 ∧ 0 < k2 := by
  have ha2 : 0 < a ^ 2 := by positivity
  have E := fun x y g : ℝ => (div_eq_iff ha2.ne').1 (energy_per_area ha k1 k2 x y g)
  constructor
  · intro h
    -- test strains: stretch x while compressing y, and pure shear
    have h1 := h 1 (-1) 0 (by simp)
    have h2 := h 0 0 1 (by simp)
    rw [E] at h1 h2
    have h3 := pos_of_mul_pos_left h1 ha2.le
    have h4 := pos_of_mul_pos_left h2 ha2.le
    constructor <;> linarith
  · rintro ⟨hk1, hk2⟩ exx eyy exy hne
    rw [E]
    refine mul_pos ?_ ha2
    by_contra hn
    have hle := not_lt.1 hn
    have A : 0 ≤ k2 * (exx + eyy) ^ 2 := by positivity
    have B : 0 ≤ k1 * exx ^ 2 := by positivity
    have C : 0 ≤ k1 * eyy ^ 2 := by positivity
    have D : 0 ≤ k2 * exy ^ 2 := by positivity
    -- a nonpositive sum of nonnegative terms makes every term vanish
    have x1 : k1 * exx ^ 2 = 0 := by nlinarith
    have y1 : k1 * eyy ^ 2 = 0 := by nlinarith
    have g1 : k2 * exy ^ 2 = 0 := by nlinarith
    have x0 : exx = 0 := by simpa [hk1.ne'] using x1
    have y0 : eyy = 0 := by simpa [hk1.ne'] using y1
    have g0 : exy = 0 := by simpa [hk2.ne'] using g1
    apply hne
    rw [x0, y0, g0]
```

The local statement `E` again expresses the cell energy as \(a^2\) times the three squares. In the forward direction, `h1` and `h2` are the energies of the two test strains. Removing the positive factor \(a^2\) leaves the inequalities for \(k_1\) and \(2k_2\), and `linarith` finishes.

The converse argues by contradiction from an energy per area that is not positive. The facts `A` to `D` state that the four kinds of term are nonnegative, namely \(k_2(e_{xx}+e_{yy})^2\), \(k_1e_{xx}^2\), \(k_1e_{yy}^2\) and \(k_2e_{xy}^2\). The calls to `nlinarith` conclude that the last three vanish. Because \(k_1\) and \(k_2\) are nonzero, the strain components vanish too, which contradicts `hne`.

The criterion concerns homogeneous strains of a two-dimensional lattice with central springs. It does not test distortions of finite wavelength, in which neighbouring cells deform differently, and it contains no bond-angle forces or anharmonic terms.

## The boundary of stability

If zero energy is allowed for nonzero strains, the strict inequalities become weak ones.

```lean
/-- No symmetric strain lowers the harmonic energy below zero if and only if both spring
constants are nonnegative. -/
theorem energy_nonneg_iff {a : ℝ} (ha : 0 < a) (k1 k2 : ℝ) :
    (∀ exx eyy exy : ℝ, 0 ≤ cellEnergy a k1 k2 exx eyy exy) ↔ 0 ≤ k1 ∧ 0 ≤ k2 := by
  have ha2 : 0 < a ^ 2 := by positivity
  have E := fun x y g : ℝ => (div_eq_iff ha2.ne').1 (energy_per_area ha k1 k2 x y g)
  constructor
  · intro h
    have h1 := h 1 (-1) 0
    have h2 := h 0 0 1
    rw [E] at h1 h2
    have h3 := nonneg_of_mul_nonneg_left h1 ha2
    have h4 := nonneg_of_mul_nonneg_left h2 ha2
    constructor <;> linarith
  · rintro ⟨hk1, hk2⟩ exx eyy exy
    rw [E]
    positivity
```

The same two test strains give the forward direction. For the converse, all three coefficients in the sum of squares are nonnegative, and `positivity` recognises this.

The last theorem describes the part of the boundary where the diagonal springs are absent and \(k_1>0\). The strains of zero harmonic energy are then exactly those with `exx = eyy = 0`, which are the pure shears along the lattice axes together with the zero strain.

```lean
/-- With positive nearest-neighbour springs and no diagonal springs, the strains of zero
harmonic energy are exactly those with `exx = eyy = 0`. -/
theorem zero_energy_strains {a k1 : ℝ} (ha : 0 < a) (hk1 : 0 < k1) (exx eyy exy : ℝ) :
    cellEnergy a k1 0 exx eyy exy = 0 ↔ exx = 0 ∧ eyy = 0 := by
  have ha2 : 0 < a ^ 2 := by positivity
  rw [(div_eq_iff ha2.ne').1 (energy_per_area ha k1 0 exx eyy exy)]
  constructor
  · intro h
    have h1 := (mul_eq_zero.1 h).resolve_right ha2.ne'
    have h2 : k1 * (exx ^ 2 + eyy ^ 2) = 0 := by linarith
    have h3 := (mul_eq_zero.1 h2).resolve_left hk1.ne'
    have hx : exx ^ 2 = 0 := by linarith [sq_nonneg exx, sq_nonneg eyy]
    have hy : eyy ^ 2 = 0 := by linarith [sq_nonneg exx, sq_nonneg eyy]
    exact ⟨(pow_eq_zero_iff two_ne_zero).1 hx, (pow_eq_zero_iff two_ne_zero).1 hy⟩
  · rintro ⟨rfl, rfl⟩
    ring

end

end SquareLatticeElasticStability
```

With \(k_2=0\) the energy per area reduces to \(\tfrac{k_1}{2}(e_{xx}^2+e_{yy}^2)\). The proof divides out the nonzero factors \(a^2\) and \(k_1\), and then uses that two squares with sum zero are both zero. Shear along the lattice axes is thus the only soft direction of this lattice among homogeneous strains, and it is soft for every positive value of \(k_1\).

```lean
#print axioms SquareLatticeElasticStability.pure_shear_energy_eq_zero_iff
-- 'SquareLatticeElasticStability.pure_shear_energy_eq_zero_iff' depends on axioms: [propext, Classical.choice, Quot.sound]
#print axioms SquareLatticeElasticStability.energy_posDef_iff
-- 'SquareLatticeElasticStability.energy_posDef_iff' depends on axioms: [propext, Classical.choice, Quot.sound]
#print axioms SquareLatticeElasticStability.energy_nonneg_iff
-- 'SquareLatticeElasticStability.energy_nonneg_iff' depends on axioms: [propext, Classical.choice, Quot.sound]
#print axioms SquareLatticeElasticStability.zero_energy_strains
-- 'SquareLatticeElasticStability.zero_energy_strains' depends on axioms: [propext, Classical.choice, Quot.sound]
```
